# Three global minima of the linear T × e Jahn–Teller surface, each with its own electronic state

The nuclei are held fixed and treated as classical: a distortion is a pair of real numbers $q=(x,y)$, the two components of one e mode, and for each $q$ the three electronic states of the T term have a $3\times3$ Hamiltonian. It is written in the basis where the vibronic coupling is diagonal. The lower adiabatic surface is defined as the smallest diagonal entry, and a later step shows that this equals the lowest energy over all normalised electronic states, superpositions included.

The Hamiltonian is

$$H(q)=\tfrac{k}{2}(x^2+y^2)\,\mathbb 1+g\,\mathrm{diag}\!\left(x,\ \tfrac{-x+\sqrt3\,y}{2},\ \tfrac{-x-\sqrt3\,y}{2}\right).$$

Here $k$ is the harmonic force constant of the e mode, and $g$ is the linear vibronic coupling constant, which sets the force that the electrons exert on the nuclei at the symmetric geometry. Both are parameters of the model. For $k>0$ and $g\neq0$ of either sign, the lower surface has global minimum $-g^2/(2k)$ at exactly three distortions, and each of them selects a different basis state.

The model leaves out trigonal modes, quadratic coupling, anharmonicity, spin–orbit coupling and nuclear kinetic energy. The result concerns this one Hamiltonian; it is not the general Jahn–Teller theorem on which degenerate configurations are unstable.

In Lean 4 with Mathlib:

```lean
import Mathlib

open Matrix

namespace JahnTellerTe

noncomputable section
```

## Three directions in the plane of the mode

Number the basis states $i=0,1,2$ and assign to them the vectors

$$u_0=(1,0),\qquad u_1=\left(-\tfrac12,\tfrac{\sqrt3}{2}\right),\qquad u_2=\left(-\tfrac12,-\tfrac{\sqrt3}{2}\right).$$

The file stores their first and second components separately.

```lean
/-- First components of the three coupling directions in the plane of the e mode. -/
def ux : Fin 3 → ℝ := ![1, -1/2, -1/2]

/-- Second components of the three coupling directions in the plane of the e mode. -/
def uy : Fin 3 → ℝ := ![0, √3/2, -√3/2]
```

The linear couplings are entered as they stand in the Hamiltonian, so that their relation to the $u_i$ is something to prove.

```lean
/-- Linear vibronic coupling of the three electronic basis states to the distortion `q = (x, y)`. -/
def coupling (q : ℝ × ℝ) : Fin 3 → ℝ :=
  ![q.1, (-q.1 + √3 * q.2) / 2, (-q.1 - √3 * q.2) / 2]

/-- The T × e Hamiltonian at fixed nuclei: elastic energy plus diagonal linear coupling. -/
def hamiltonian (k g : ℝ) (q : ℝ × ℝ) : Matrix (Fin 3) (Fin 3) ℝ :=
  (k / 2 * (q.1 ^ 2 + q.2 ^ 2)) • (1 : Matrix (Fin 3) (Fin 3) ℝ)
    + g • Matrix.diagonal (coupling q)
```

The lower surface is $E_-(q)=\min_i H_{ii}(q)$.

```lean
/-- The lower adiabatic surface: the smallest diagonal entry of the Hamiltonian. -/
def lowerSurface (k g : ℝ) (q : ℝ × ℝ) : ℝ :=
  min (hamiltonian k g q 0 0) (min (hamiltonian k g q 1 1) (hamiltonian k g q 2 2))
```

The candidate for the minimum belonging to state $i$ is $q_i=-(g/k)\,u_i$, where the elastic restoring force balances the vibronic force.

```lean
/-- The distorted geometry belonging to the electronic basis state `i`. -/
def well (k g : ℝ) (i : Fin 3) : ℝ × ℝ := (-(g / k) * ux i, -(g / k) * uy i)
```

An electronic state is a vector $\psi\in\mathbb C^3$, and its energy is $\langle\psi|H(q)|\psi\rangle$. This is real because $H$ is real and symmetric, so taking the real part in `energy` only turns a complex number into a real one. Normalisation is not part of the definition; it appears as a hypothesis where it is needed.

```lean
/-- Expectation value of the Hamiltonian in the complex electronic state `ψ`. -/
def energy (k g : ℝ) (q : ℝ × ℝ) (ψ : Fin 3 → ℂ) : ℝ :=
  (star ψ ⬝ᵥ ((hamiltonian k g q).map Complex.ofReal *ᵥ ψ)).re
```

## Each diagonal energy is a paraboloid

The vectors have unit length, for instance $u_1\cdot u_1=\tfrac14+\tfrac34=1$. Two different ones enclose $120^\circ$: $u_0\cdot u_1=u_0\cdot u_2=-\tfrac12$ and $u_1\cdot u_2=\tfrac14-\tfrac34=-\tfrac12$. The proof runs through the nine pairs, using $(\sqrt3)^2=3$.

```lean
/-- The coupling directions are unit vectors, and two different ones have scalar product -1/2. -/
theorem direction_dot (i j : Fin 3) :
    ux i * ux j + uy i * uy j = if i = j then 1 else -1/2 := by
  have h3 : √3 ^ 2 = (3 : ℝ) := Real.sq_sqrt (by norm_num)
  fin_cases i <;> fin_cases j <;> simp [ux, uy] <;> nlinarith [h3]
```

Reading off components, the three couplings are $u_i\cdot q$, and therefore

$$H_{ii}(q)=\tfrac{k}{2}|q|^2+g\,u_i\cdot q .$$

```lean
/-- Each diagonal energy is the elastic energy plus `g` times the projection of the distortion
on a coupling direction. -/
theorem hamiltonian_diag (k g : ℝ) (q : ℝ × ℝ) (i : Fin 3) :
    hamiltonian k g q i i
      = k / 2 * (q.1 ^ 2 + q.2 ^ 2) + g * (ux i * q.1 + uy i * q.2) := by
  have hc : coupling q i = ux i * q.1 + uy i * q.2 := by
    fin_cases i <;> simp [coupling, ux, uy] <;> ring
  rw [← hc]
  simp [hamiltonian]
```

Now complete the square. Since $q_i=-(g/k)u_i$ and $|u_i|=1$,

$$\tfrac{k}{2}|q-q_i|^2=\tfrac{k}{2}|q|^2+g\,u_i\cdot q+\tfrac{g^2}{2k},
\qquad\text{so}\qquad
H_{ii}(q)=\tfrac{k}{2}|q-q_i|^2-\tfrac{g^2}{2k}.$$

The proof substitutes $g=kc$, which removes the fractions, and the final `linear_combination` uses $|u_i|^2=1$ once.

```lean
/-- For `k ≠ 0` each diagonal energy is a paraboloid with its vertex at `well k g i`, where its
value is `-g²/(2k)`. -/
theorem hamiltonian_paraboloid {k : ℝ} (hk : k ≠ 0) (g : ℝ) (q : ℝ × ℝ) (i : Fin 3) :
    hamiltonian k g q i i
      = k / 2 * ((q.1 - (well k g i).1) ^ 2 + (q.2 - (well k g i).2) ^ 2)
        - g ^ 2 / (2 * k) := by
  have h := direction_dot i i
  rw [if_pos rfl] at h
  -- measure the coupling by the displacement c = g / k
  obtain ⟨c, rfl⟩ : ∃ c, g = k * c := ⟨g / k, by field_simp⟩
  have h1 : k * c / k = c := by field_simp
  have h2 : (k * c) ^ 2 / (2 * k) = k * c ^ 2 / 2 := by field_simp
  rw [hamiltonian_diag, h2]
  simp only [well, h1]
  linear_combination (-(k * c ^ 2 / 2)) * h
```

For $k>0$ the squared term is non-negative and vanishes only at $q=q_i$. Hence $H_{ii}(q)\ge-g^2/(2k)$, with equality exactly at well $i$.

```lean
/-- A diagonal energy is never below `-g²/(2k)` and equals it only at its own well. -/
theorem sheet_min {k : ℝ} (hk : 0 < k) (g : ℝ) (q : ℝ × ℝ) (i : Fin 3) :
    -(g ^ 2 / (2 * k)) ≤ hamiltonian k g q i i ∧
      (hamiltonian k g q i i = -(g ^ 2 / (2 * k)) ↔ q = well k g i) := by
  rw [hamiltonian_paraboloid hk.ne']
  have hA := sq_nonneg (q.1 - (well k g i).1)
  have hB := sq_nonneg (q.2 - (well k g i).2)
  refine ⟨?_, ?_, ?_⟩
  · have := mul_nonneg (half_pos hk).le (add_nonneg hA hB)
    linarith
  · intro h
    have h0 : k / 2 * ((q.1 - (well k g i).1) ^ 2 + (q.2 - (well k g i).2) ^ 2) = 0 := by
      linarith
    have h1 := (mul_eq_zero.mp h0).resolve_left (half_pos hk).ne'
    have hx := (pow_eq_zero_iff two_ne_zero).mp (le_antisymm (by linarith) hA)
    have hy := (pow_eq_zero_iff two_ne_zero).mp (le_antisymm (by linarith) hB)
    exact Prod.ext (by linarith) (by linarith)
  · intro h
    rw [h]
    ring
```

## The spectrum at a well

At $q_i$ the state $i$ sits at the bottom of its paraboloid. For $j\neq i$,

$$H_{jj}(q_i)=\tfrac{k}{2}\,\tfrac{g^2}{k^2}-\tfrac{g^2}{k}\,u_j\cdot u_i=\tfrac{g^2}{2k}+\tfrac{g^2}{2k}=\tfrac{g^2}{k}.$$

The other two states are thus degenerate and lie $3g^2/(2k)$ above state $i$.

```lean
/-- At well `i` the basis state `i` has energy `-g²/(2k)` and the other two have energy `g²/k`. -/
theorem well_spectrum {k : ℝ} (hk : 0 < k) (g : ℝ) (i j : Fin 3) :
    hamiltonian k g (well k g i) j j = if j = i then -(g ^ 2 / (2 * k)) else g ^ 2 / k := by
  by_cases hj : j = i
  · rw [if_pos hj, hj]
    exact (sheet_min hk g _ i).2.mpr rfl
  · rw [if_neg hj, hamiltonian_diag]
    have h1 := direction_dot i i
    have h2 := direction_dot i j
    rw [if_pos rfl] at h1
    rw [if_neg (Ne.symm hj)] at h2
    have hk' := hk.ne'
    obtain ⟨c, rfl⟩ : ∃ c, g = k * c := ⟨g / k, by field_simp⟩
    have h3 : k * c / k = c := by field_simp
    have h4 : (k * c) ^ 2 / k = k * c ^ 2 := by field_simp
    rw [h4]
    simp only [well, h3]
    linear_combination (k * c ^ 2 / 2) * h1 - k * c ^ 2 * h2
```

Take $k=1$ and $g=2$ in arbitrary units. The wells are $(-2,0)$, $(1,-\sqrt3)$ and $(1,\sqrt3)$. At $(-2,0)$ the elastic energy is $\tfrac12\cdot4=2$ and the couplings are $-2,1,1$, so the diagonal energies are $2-4=-2$, $2+2=4$ and $4$. The first is $-g^2/(2k)$, and each of the other two is $g^2/k$.

## Superpositions do not go lower

A minimum of three numbers is at most each of them and equals at least one of them. These two properties are all that the later arguments use about the lower surface.

```lean
/-- At each distortion the lower surface is at most every diagonal energy and equals at least one of
them. -/
theorem lowerSurface_spec (k g : ℝ) (q : ℝ × ℝ) :
    (∀ i, lowerSurface k g q ≤ hamiltonian k g q i i) ∧
      ∃ i, lowerSurface k g q = hamiltonian k g q i i := by
  constructor
  · intro i
    fin_cases i <;> simp [lowerSurface]
  · unfold lowerSurface
    rcases min_choice (hamiltonian k g q 1 1) (hamiltonian k g q 2 2) with h | h <;> rw [h]
    · rcases min_choice (hamiltonian k g q 0 0) (hamiltonian k g q 1 1) with h' | h'
      exacts [⟨0, h'⟩, ⟨1, h'⟩]
    · rcases min_choice (hamiltonian k g q 0 0) (hamiltonian k g q 2 2) with h' | h'
      exacts [⟨0, h'⟩, ⟨2, h'⟩]
```

Because $H$ is diagonal, the cross terms in the expectation value vanish and

$$\langle\psi|H(q)|\psi\rangle=\sum_i H_{ii}(q)\,|\psi_i|^2 .$$

In the file $|\psi_i|^2$ is `Complex.normSq (ψ i)`. The proof first shows that $H$ multiplies each component of $\psi$ by its diagonal entry, then takes the scalar product with $\psi$.

```lean
/-- The energy of a state is the sum of the diagonal energies weighted by the populations. -/
theorem energy_eq (k g : ℝ) (q : ℝ × ℝ) (ψ : Fin 3 → ℂ) :
    energy k g q ψ = ∑ i, hamiltonian k g q i i * Complex.normSq (ψ i) := by
  have hmul : ∀ i, ((hamiltonian k g q).map Complex.ofReal *ᵥ ψ) i
      = (hamiltonian k g q i i : ℂ) * ψ i := by
    intro i
    change ∑ j, ((hamiltonian k g q i j : ℝ) : ℂ) * ψ j = _
    rw [Finset.sum_eq_single i]
    · intro j _ hj
      have h0 : hamiltonian k g q i j = 0 := by
        simp [hamiltonian, hj.symm]
      simp [h0]
    · simp
  unfold energy
  simp only [dotProduct, hmul, Pi.star_apply, Complex.re_sum]
  refine Finset.sum_congr rfl fun i _ => ?_
  simp [Complex.normSq_apply]
  ring
```

If $\sum_i|\psi_i|^2=1$, this is a weighted average, so

$$\langle\psi|H(q)|\psi\rangle\ \ge\ E_-(q)\sum_i|\psi_i|^2=E_-(q),$$

and the basis state with the smallest diagonal entry attains the bound. `IsLeast` expresses both halves: the value belongs to the set of energies, and no member of the set is smaller. This holds for all real $k$ and $g$.

```lean
/-- The lower surface is the least energy among all normalised electronic states. -/
theorem lowerSurface_isLeast (k g : ℝ) (q : ℝ × ℝ) :
    IsLeast {E | ∃ ψ : Fin 3 → ℂ, ∑ i, Complex.normSq (ψ i) = 1 ∧ energy k g q ψ = E}
      (lowerSurface k g q) := by
  constructor
  · obtain ⟨i, hi⟩ := (lowerSurface_spec k g q).2
    have hs : ∀ j, Complex.normSq ((Pi.single i 1 : Fin 3 → ℂ) j) = if j = i then 1 else 0 := by
      intro j
      by_cases h : j = i <;> simp [h]
    refine ⟨Pi.single i 1, ?_, ?_⟩
    · simp only [hs]
      simp
    · rw [energy_eq, hi]
      simp only [hs]
      simp
  · rintro E ⟨ψ, hψ, rfl⟩
    rw [energy_eq]
    calc lowerSurface k g q = ∑ i, lowerSurface k g q * Complex.normSq (ψ i) := by
          rw [← Finset.mul_sum, hψ, mul_one]
      _ ≤ _ := Finset.sum_le_sum fun i _ =>
          mul_le_mul_of_nonneg_right ((lowerSurface_spec k g q).1 i) (Complex.normSq_nonneg _)
```

## Exactly three wells

The main theorem assumes $k>0$ and $g\neq0$ and has four parts:

- $-g^2/(2k)$ is the least value of $E_-$ over the whole plane of distortions.
- The set of distortions where $E_-$ takes this value is $\{q_0,q_1,q_2\}$.
- The map $i\mapsto q_i$ is injective, so these are three different points.
- At $q_i$ the diagonal energy of state $j$ equals $E_-(q_i)$ if and only if $j=i$.

For the first part, $E_-(q)$ equals some $H_{ii}(q)$, which is at least $-g^2/(2k)$ (`hlow`), and the value is reached at every well (`hmin`). For the second, if $E_-(q)=-g^2/(2k)$, then the $H_{ii}(q)$ that equals $E_-(q)$ is at its bottom, which forces $q=q_i$.

The fourth part, `hsel`, compares the energies at a well: $g\neq0$ gives $g^2/k>0>-g^2/(2k)$, so the other two states are strictly higher. Injectivity then follows without comparing coordinates. If $q_i=q_j$, state $i$ lies on the lower surface at $q_j$, and hence $i=j$.

```lean
/-- The lower T × e surface has global minimum `-g²/(2k)`, attained exactly at three distinct
wells, and at well `i` only the basis state `i` lies on the lower surface. -/
theorem three_wells {k g : ℝ} (hk : 0 < k) (hg : g ≠ 0) :
    IsLeast (Set.range (lowerSurface k g)) (-(g ^ 2 / (2 * k))) ∧
    {q | lowerSurface k g q = -(g ^ 2 / (2 * k))} = Set.range (well k g) ∧
    Function.Injective (well k g) ∧
    ∀ i j, hamiltonian k g (well k g i) j j = lowerSurface k g (well k g i) ↔ j = i := by
  have hlow : ∀ q, -(g ^ 2 / (2 * k)) ≤ lowerSurface k g q := by
    intro q
    obtain ⟨i, hi⟩ := (lowerSurface_spec k g q).2
    rw [hi]
    exact (sheet_min hk g q i).1
  have hmin : ∀ i, lowerSurface k g (well k g i) = -(g ^ 2 / (2 * k)) := fun i =>
    le_antisymm (((lowerSurface_spec k g _).1 i).trans_eq ((sheet_min hk g _ i).2.mpr rfl))
      (hlow _)
  -- the two other states are strictly higher at each well
  have hsel : ∀ i j, hamiltonian k g (well k g i) j j = lowerSurface k g (well k g i)
      ↔ j = i := by
    intro i j
    rw [hmin, well_spectrum hk]
    by_cases h : j = i
    · simp [h]
    · rw [if_neg h]
      have h1 : 0 < g ^ 2 / k := by positivity
      have h2 : 0 < g ^ 2 / (2 * k) := by positivity
      exact ⟨fun h3 => by linarith, fun h3 => absurd h3 h⟩
  refine ⟨⟨⟨well k g 0, hmin 0⟩, ?_⟩, ?_, ?_, hsel⟩
  · rintro E ⟨q, rfl⟩
    exact hlow q
  · ext q
    constructor
    · intro hq
      obtain ⟨i, hi⟩ := (lowerSurface_spec k g q).2
      exact ⟨i, ((sheet_min hk g q i).2.mp (hi.symm.trans hq)).symm⟩
    · rintro ⟨i, rfl⟩
      exact hmin i
  · intro i j hij
    exact (hsel j i).mp (by rw [← hij]; exact (hsel i i).mpr rfl)
```

For a geometry optimisation, this single-mode linear model with classical nuclei predicts three distorted structures of equal energy, each stabilised by $g^2/(2k)$ relative to the symmetric geometry.

## No superposition of different basis states reaches the minimum

The last theorem treats the distortion and the electronic state together. For $k>0$, $g\neq0$ and normalised $\psi$, the energy is $-g^2/(2k)$ if and only if $q=q_i$ for some $i$ and $\psi_j=0$ for all $j\neq i$. Normalisation then leaves only a phase free in $\psi_i$.

Suppose the energy has this value. Subtracting it and using normalisation gives

$$\sum_j\left(H_{jj}(q)+\tfrac{g^2}{2k}\right)|\psi_j|^2=0 .$$

Every term is non-negative, so every term is zero. A populated state $j$ must therefore have $H_{jj}(q)=-g^2/(2k)$, which means $q=q_j$ (`hw`). At least one state is populated, since $\psi$ is normalised, and two populated states would make two wells coincide, against injectivity. Conversely, at $q_i$ with only state $i$ populated, the weighted sum is $-g^2/(2k)$.

```lean
/-- A distortion and a normalised electronic state together reach the energy `-g²/(2k)` exactly
when the distortion is one of the wells and only the matching basis state is populated. -/
theorem minimum_states {k g : ℝ} (hk : 0 < k) (hg : g ≠ 0) (q : ℝ × ℝ) (ψ : Fin 3 → ℂ)
    (hψ : ∑ i, Complex.normSq (ψ i) = 1) :
    energy k g q ψ = -(g ^ 2 / (2 * k)) ↔
      ∃ i, q = well k g i ∧ ∀ j, j ≠ i → ψ j = 0 := by
  rw [energy_eq]
  constructor
  · intro h
    -- the weighted excess energies are nonnegative and sum to zero
    have hs : ∑ j, (hamiltonian k g q j j + g ^ 2 / (2 * k)) * Complex.normSq (ψ j) = 0 := by
      rw [Fin.sum_univ_three] at h hψ ⊢
      linear_combination h + g ^ 2 / (2 * k) * hψ
    have hz := (Finset.sum_eq_zero_iff_of_nonneg (fun j _ => mul_nonneg
      (by linarith [(sheet_min hk g q j).1]) (Complex.normSq_nonneg (ψ j)))).mp hs
    have hw : ∀ j, ψ j ≠ 0 → q = well k g j := by
      intro j hj
      rcases mul_eq_zero.mp (hz j (Finset.mem_univ j)) with h1 | h1
      · exact (sheet_min hk g q j).2.mp (by linarith)
      · exact absurd (Complex.normSq_eq_zero.mp h1) hj
    obtain ⟨i, hi⟩ : ∃ i, ψ i ≠ 0 := by
      by_contra hne
      have h0 : ∀ i, ψ i = 0 := fun i => by_contra fun hi => hne ⟨i, hi⟩
      simp [h0] at hψ
    refine ⟨i, hw i hi, fun j hj => by_contra fun hj0 => hj ?_⟩
    exact (three_wells hk hg).2.2.1 ((hw j hj0).symm.trans (hw i hi))
  · rintro ⟨i, hq, hi⟩
    calc ∑ j, hamiltonian k g q j j * Complex.normSq (ψ j)
        = ∑ j, -(g ^ 2 / (2 * k)) * Complex.normSq (ψ j) := by
          refine Finset.sum_congr rfl fun j _ => ?_
          by_cases hj : j = i
          · rw [hj, (sheet_min hk g q i).2.mpr hq]
          · simp [hi j hj]
      _ = -(g ^ 2 / (2 * k)) := by rw [← Finset.mul_sum, hψ, mul_one]

end

end JahnTellerTe
```

Both hypotheses on the constants matter. With $k=1$ and $g=0$ the Hamiltonian is $\tfrac12|q|^2\,\mathbb 1$: the three wells merge at the origin, and the superposition $(1,1,1)/\sqrt3$ reaches the minimum energy $0$ there. With $k=-1$ and $g=1$ the first diagonal energy along $y=0$ is $-\tfrac12x^2+x$, which is unbounded below, so the lower surface has no minimum.

```lean
#print axioms JahnTellerTe.lowerSurface_isLeast
#print axioms JahnTellerTe.three_wells
#print axioms JahnTellerTe.minimum_states
```

```
'JahnTellerTe.lowerSurface_isLeast' depends on axioms: [propext, Classical.choice, Quot.sound]
'JahnTellerTe.three_wells' depends on axioms: [propext, Classical.choice, Quot.sound]
'JahnTellerTe.minimum_states' depends on axioms: [propext, Classical.choice, Quot.sound]
```
